# For two sites given different masses, the isotopic sum rule for squared harmonic frequencies holds exactly when the sites are equally stiff

## Why do my isotope sums agree for water but not for N₂O?

After a harmonic frequency calculation I keep the Hessian, put in new masses and diagonalise again to get the other isotopologues. To see whether the masses went to the right atoms, I add up the squared frequencies. For water, H₂O plus D₂O gives twice HDO, as I had been told. For N₂O with ¹⁴N and ¹⁵N, the two pure species don't add up to twice the mixed one, though I used the same script. And if I add the frequencies themselves, even H₂, D₂ and HD disagree: twice HD comes out too high. Is something wrong with my masses?

## Only the diagonal force constants enter the sum

Your masses can be fine in all three cases. The sum of squared frequencies sees only the diagonal force constants in Cartesian coordinates, and the rule needs these to agree, summed over directions, at the two substituted atoms. Symmetry ensures that for the hydrogens in water; nothing ensures it for the terminal and central nitrogen in N₂O. The frequencies themselves need not obey such an equality, and for a diatomic the sign of the deviation is fixed.

Let \(K\) be the symmetric matrix of Cartesian force constants (the Hessian), \(M\) the diagonal mass matrix and \(u\) a displacement. A normal mode satisfies \(Ku = wMu\) with \(w=\omega^2\). Write \(m_i\) for the mass belonging to coordinate \(i\), and set \(q_i=\sqrt{m_i}\,u_i\). Dividing row \(i\) by \(\sqrt{m_i}\) gives

\[
\sum_j \frac{K_{ij}}{\sqrt{m_i m_j}}\,q_j = w\,q_i .
\]

The squared frequencies are therefore the eigenvalues of a symmetric matrix, and their sum is its trace:

\[
\sum \omega^2=\sum_i \frac{K_{ii}}{m_i}=\operatorname{tr}(M^{-1}K)=\sum_s\frac{\kappa_s}{\mu_s}.
\]

Here \(\mu_s\) is the mass of site \(s\), and \(\kappa_s\) is the sum of the diagonal force constants over the directions of that site.

Now let \(T(x,y)\) be this sum with mass \(x\) at site \(a\) and \(y\) at site \(b\), and let \(R\) be the unchanged contribution of all other sites. Then

\[
T(m,m)=\frac{\kappa_a+\kappa_b}{m}+R,\qquad
T(m',m')=\frac{\kappa_a+\kappa_b}{m'}+R,\qquad
T(m,m')=\frac{\kappa_a}{m}+\frac{\kappa_b}{m'}+R .
\]

In the combination you formed, \(R\) cancels:

\[
T(m,m)+T(m',m')-2T(m,m')=(\kappa_a-\kappa_b)\left(\frac1{m'}-\frac1m\right).
\]

For \(m\neq m'\) this vanishes exactly when \(\kappa_a=\kappa_b\). With one direction per site, the condition is \(K_{aa}=K_{bb}\).

For masses \(m_1,m_2\) on a line, joined by a spring \(k>0\), the secular determinant is

\[
(k-wm_1)(k-wm_2)-k^2=m_1m_2\,w\left[w-k\left(\frac1{m_1}+\frac1{m_2}\right)\right].
\]

One root is the free translation, \(w=0\); the other is the squared vibrational frequency. In this example, let \(x\), \(y\) and \(z\) be not masses but the vibrational frequencies for \((m,m)\), \((m',m')\) and \((m,m')\). Then \(x^2=2k/m\), \(y^2=2k/m'\) and \(z^2=k(1/m+1/m')\), so \(x^2+y^2=2z^2\). For \(m\ne m'\) we have \(x\neq y\), and

\[
(x+y)^2=2x^2+2y^2-(x-y)^2=4z^2-(x-y)^2<4z^2 .
\]

Both sides are squares of nonnegative numbers, so \(x+y<2z\). That is your HD result. In this harmonic one-spring model, two HD molecules thus have more vibrational zero-point energy than H₂ and D₂ together.

### What the Lean statements say

`S` is the finite set of sites and `D` the finite set of displacement directions, so a coordinate is a pair in `S × D`. The function `μ` gives the mass of each site; it is not the reduced mass. `isotopomer μ a b x y` replaces the masses at `a` and `b`. Chemists would call most of these species isotopologues, since their composition differs.

`freqSq` lists all eigenvalues of the mass-weighted matrix, with multiplicity. Translations and rotations are included; for an isolated molecule at a stationary point they add zero. `K` need not be positive, so an imaginary frequency enters as a negative square. The letter `w` stands for \(\omega^2\), and `diatomicFreq` is an angular frequency.

`isotopic_sum_rule_iff` assumes positive masses, a symmetric `K` (as second derivatives of a potential are), distinct sites and `m ≠ m'`. It says that the sum rule is equivalent to `siteStiffness K a = siteStiffness K b`. It treats two sites and one pair of masses; sum rules that combine more substitutions are a wider family. `diatomic_mixed_gt` is the strict inequality for one spring.

The same `K` serves all three species, as in the Born–Oppenheimer approximation. The step to a measured spectrum, which no hypothesis supplies, is to identify the observed fundamentals with harmonic frequencies of this common `K`; anharmonicity spoils that identification.

```lean
import Mathlib

open Matrix

namespace IsotopicSumRule

noncomputable section

variable {S D : Type*} [Fintype S] [DecidableEq S] [Fintype D] [DecidableEq D]

/-- The diagonal mass matrix: every displacement direction of a site carries the mass of
that site. -/
def massMatrix (μ : S → ℝ) : Matrix (S × D) (S × D) ℝ :=
  Matrix.diagonal fun p => μ p.1

/-- The mass-weighted force-constant matrix, with entries `K i j / (√μ i * √μ j)`, for
positive masses. -/
def massWeighted (μ : S → ℝ) (K : Matrix (S × D) (S × D) ℝ) : Matrix (S × D) (S × D) ℝ :=
  Matrix.of fun i j => K i j / (√(μ i.1) * √(μ j.1))

/-- The stiffness of a site: its diagonal force constants summed over all directions. -/
def siteStiffness (K : Matrix (S × D) (S × D) ℝ) (s : S) : ℝ :=
  ∑ c, K (s, c) (s, c)

/-- The masses after isotopic substitution: `x` at site `a`, `y` at site `b` (if it differs
from `a`), and the old masses elsewhere. -/
def isotopomer (μ : S → ℝ) (a b : S) (x y : ℝ) : S → ℝ :=
  fun s => if s = a then x else if s = b then y else μ s

omit [Fintype S] [DecidableEq S] [Fintype D] [DecidableEq D] in
/-- For a symmetric force-constant matrix the mass-weighted matrix is symmetric too. -/
theorem massWeighted_isHermitian (μ : S → ℝ) {K : Matrix (S × D) (S × D) ℝ}
    (hK : K.IsSymm) : (massWeighted μ K).IsHermitian := by
  refine Matrix.IsHermitian.ext fun i j => ?_
  simp only [massWeighted, Matrix.of_apply, star_trivial]
  rw [hK.apply i j, mul_comm]

/-- The squared normal-mode frequencies: the eigenvalues of the mass-weighted
force-constant matrix, for positive masses. -/
def freqSq (μ : S → ℝ) {K : Matrix (S × D) (S × D) ℝ} (hK : K.IsSymm) : S × D → ℝ :=
  (massWeighted_isHermitian μ hK).eigenvalues

/-- For positive masses, a displacement `u` solves the normal-mode equation `K u = w M u`
exactly when the mass-weighted displacement `√μ u` satisfies the eigenvalue equation of the
mass-weighted matrix with the same `w`. -/
theorem normal_mode_iff {μ : S → ℝ} (hμ : ∀ s, 0 < μ s) (K : Matrix (S × D) (S × D) ℝ)
    (u : S × D → ℝ) (w : ℝ) :
    massWeighted μ K *ᵥ (fun p => √(μ p.1) * u p) = w • (fun p => √(μ p.1) * u p) ↔
      K *ᵥ u = w • (massMatrix μ *ᵥ u) := by
  refine funext_iff.trans ((forall_congr' fun i => ?_).trans funext_iff.symm)
  have hi : √(μ i.1) ≠ 0 := (Real.sqrt_pos.2 (hμ i.1)).ne'
  -- the square roots of the column masses cancel
  have key : (massWeighted μ K *ᵥ (fun p => √(μ p.1) * u p)) i
      = (K *ᵥ u) i / √(μ i.1) := by
    simp only [Matrix.mulVec, dotProduct, massWeighted, Matrix.of_apply, Finset.sum_div]
    refine Finset.sum_congr rfl fun j _ => ?_
    have hj : √(μ j.1) ≠ 0 := (Real.sqrt_pos.2 (hμ j.1)).ne'
    field_simp
  have rhs : (w • (fun p : S × D => √(μ p.1) * u p)) i * √(μ i.1)
      = (w • (massMatrix μ *ᵥ u)) i := by
    simp only [Pi.smul_apply, smul_eq_mul, massMatrix, Matrix.mulVec_diagonal]
    linear_combination w * u i * Real.mul_self_sqrt (hμ i.1).le
  rw [key, div_eq_iff hi, rhs]

/-- For positive masses the inverse mass matrix is diagonal with the reciprocal masses. -/
theorem inv_massMatrix {μ : S → ℝ} (hμ : ∀ s, 0 < μ s) :
    (massMatrix μ : Matrix (S × D) (S × D) ℝ)⁻¹ = Matrix.diagonal fun p => (μ p.1)⁻¹ := by
  apply Matrix.inv_eq_right_inv
  rw [massMatrix, Matrix.diagonal_mul_diagonal, ← Matrix.diagonal_one]
  exact congrArg Matrix.diagonal (funext fun p => mul_inv_cancel₀ (hμ p.1).ne')

/-- For positive masses and symmetric `K`, the squared normal-mode frequencies add up to the
trace of `M⁻¹ K`. -/
theorem sum_freqSq {μ : S → ℝ} (hμ : ∀ s, 0 < μ s) {K : Matrix (S × D) (S × D) ℝ}
    (hK : K.IsSymm) : ∑ p, freqSq μ hK p = ((massMatrix μ)⁻¹ * K).trace := by
  have h := (massWeighted_isHermitian μ hK).trace_eq_sum_eigenvalues
  simp only [RCLike.ofReal_real_eq_id, id_eq] at h
  refine h.symm.trans ?_
  rw [inv_massMatrix hμ]
  simp only [Matrix.trace, Matrix.diag_apply, massWeighted, Matrix.of_apply,
    Matrix.diagonal_mul]
  refine Finset.sum_congr rfl fun p _ => ?_
  rw [Real.mul_self_sqrt (hμ p.1).le, div_eq_inv_mul]

/-- For positive masses the trace of `M⁻¹ K` is the sum over sites of stiffness divided by
mass. -/
theorem trace_eq_sum_sites {μ : S → ℝ} (hμ : ∀ s, 0 < μ s)
    (K : Matrix (S × D) (S × D) ℝ) :
    ((massMatrix μ)⁻¹ * K).trace = ∑ s, siteStiffness K s / μ s := by
  rw [inv_massMatrix hμ]
  simp only [Matrix.trace, Matrix.diag_apply, Matrix.diagonal_mul, Fintype.sum_prod_type]
  refine Finset.sum_congr rfl fun s _ => ?_
  rw [siteStiffness, Finset.sum_div]
  exact Finset.sum_congr rfl fun c _ => (div_eq_inv_mul _ _).symm

/-- For positive masses and distinct sites `a`, `b`, the traces of `M⁻¹ K` for `(m, m)` and
`(m', m')` minus twice that for `(m, m')` equal the stiffness of `a` minus that of `b`, multiplied
by `m'⁻¹ - m⁻¹`. -/
theorem trace_defect {μ : S → ℝ} (hμ : ∀ s, 0 < μ s) (K : Matrix (S × D) (S × D) ℝ)
    {a b : S} (hab : a ≠ b) {m m' : ℝ} (hm : 0 < m) (hm' : 0 < m') :
    ((massMatrix (isotopomer μ a b m m))⁻¹ * K).trace
      + ((massMatrix (isotopomer μ a b m' m'))⁻¹ * K).trace
      - 2 * ((massMatrix (isotopomer μ a b m m'))⁻¹ * K).trace
      = (siteStiffness K a - siteStiffness K b) * (m'⁻¹ - m⁻¹) := by
  have pos : ∀ x y : ℝ, 0 < x → 0 < y → ∀ s, 0 < isotopomer μ a b x y s := by
    intro x y hx hy s
    unfold isotopomer
    split_ifs
    exacts [hx, hy, hμ s]
  have ha : ∀ x y, isotopomer μ a b x y a = x := by
    intro x y
    simp [isotopomer]
  have hb : ∀ x y, isotopomer μ a b x y b = y := by
    intro x y
    simp [isotopomer, hab.symm]
  rw [trace_eq_sum_sites (pos m m hm hm), trace_eq_sum_sites (pos m' m' hm' hm'),
    trace_eq_sum_sites (pos m m' hm hm'), Finset.mul_sum, ← Finset.sum_add_distrib,
    ← Finset.sum_sub_distrib]
  -- only the two substituted sites contribute
  rw [Fintype.sum_eq_add a b hab]
  · simp only [ha, hb]
    ring
  · intro s hs
    have ho : ∀ x y, isotopomer μ a b x y s = μ s := by
      intro x y
      simp [isotopomer, hs.1, hs.2]
    simp only [ho]
    ring

/-- Isotopic sum rule: for symmetric `K`, positive masses and distinct sites `a`, `b`
substituted with different masses `m`, `m'`, the sums of squared frequencies for `(m, m)` and
`(m', m')` add up to twice that for `(m, m')` exactly when both sites are equally stiff. -/
theorem isotopic_sum_rule_iff {μ : S → ℝ} (hμ : ∀ s, 0 < μ s)
    {K : Matrix (S × D) (S × D) ℝ} (hK : K.IsSymm) {a b : S} (hab : a ≠ b)
    {m m' : ℝ} (hm : 0 < m) (hm' : 0 < m') (hne : m ≠ m') :
    ∑ p, freqSq (isotopomer μ a b m m) hK p + ∑ p, freqSq (isotopomer μ a b m' m') hK p
      = 2 * ∑ p, freqSq (isotopomer μ a b m m') hK p ↔
      siteStiffness K a = siteStiffness K b := by
  have pos : ∀ x y : ℝ, 0 < x → 0 < y → ∀ s, 0 < isotopomer μ a b x y s := by
    intro x y hx hy s
    unfold isotopomer
    split_ifs
    exacts [hx, hy, hμ s]
  rw [sum_freqSq (pos m m hm hm), sum_freqSq (pos m' m' hm' hm'),
    sum_freqSq (pos m m' hm hm')]
  have h := trace_defect hμ K hab hm hm'
  constructor
  · intro e
    rw [sub_eq_zero.2 e] at h
    rcases mul_eq_zero.1 h.symm with h1 | h1
    · exact sub_eq_zero.1 h1
    · exact absurd (inv_injective (sub_eq_zero.1 h1)) hne.symm
  · intro e
    rw [e, sub_self, zero_mul] at h
    exact sub_eq_zero.1 h

/-- The vibrational frequency of two positive masses joined by a spring of constant `k`. -/
def diatomicFreq (k m₁ m₂ : ℝ) : ℝ := √(k * (m₁⁻¹ + m₂⁻¹))

/-- For positive masses and spring constant, the secular determinant of the diatomic on a
line vanishes exactly at `w = 0` and at the square of the vibrational frequency. -/
theorem diatomic_secular {k m₁ m₂ : ℝ} (hk : 0 < k) (h₁ : 0 < m₁) (h₂ : 0 < m₂) (w : ℝ) :
    (!![k, -k; -k, k] - w • !![m₁, 0; 0, m₂]).det = 0 ↔
      w = 0 ∨ w = diatomicFreq k m₁ m₂ ^ 2 := by
  have hsq : diatomicFreq k m₁ m₂ ^ 2 = k * (m₁⁻¹ + m₂⁻¹) := Real.sq_sqrt (by positivity)
  have e₁ : m₁ * m₁⁻¹ = 1 := mul_inv_cancel₀ h₁.ne'
  have e₂ : m₂ * m₂⁻¹ = 1 := mul_inv_cancel₀ h₂.ne'
  have hdet : (!![k, -k; -k, k] - w • !![m₁, 0; 0, m₂]).det
      = (k - w * m₁) * (k - w * m₂) - k * k := by
    simp [Matrix.det_fin_two]
  have hfac : (k - w * m₁) * (k - w * m₂) - k * k
      = m₁ * m₂ * (w * (w - k * (m₁⁻¹ + m₂⁻¹))) := by
    linear_combination w * k * m₂ * e₁ + w * k * m₁ * e₂
  rw [hdet, hfac, hsq, mul_eq_zero, or_iff_right (mul_pos h₁ h₂).ne', mul_eq_zero,
    sub_eq_zero]

/-- For a diatomic with positive spring constant and two different positive masses, twice the
mixed frequency strictly exceeds the sum of the two pure frequencies. -/
theorem diatomic_mixed_gt {k m m' : ℝ} (hk : 0 < k) (hm : 0 < m) (hm' : 0 < m')
    (hne : m ≠ m') :
    diatomicFreq k m m + diatomicFreq k m' m' < 2 * diatomicFreq k m m' := by
  have hx : diatomicFreq k m m ^ 2 = k * (m⁻¹ + m⁻¹) := Real.sq_sqrt (by positivity)
  have hy : diatomicFreq k m' m' ^ 2 = k * (m'⁻¹ + m'⁻¹) := Real.sq_sqrt (by positivity)
  have hz : diatomicFreq k m m' ^ 2 = k * (m⁻¹ + m'⁻¹) := Real.sq_sqrt (by positivity)
  have hz0 : 0 ≤ diatomicFreq k m m' := Real.sqrt_nonneg _
  -- different masses give different pure frequencies
  have hxy : diatomicFreq k m m - diatomicFreq k m' m' ≠ 0 := by
    intro h
    rw [sub_eq_zero.1 h, hy] at hx
    have h2 := mul_left_cancel₀ hk.ne' hx
    exact hne (inv_injective (by linarith))
  have hpos := pow_pos (abs_pos.2 hxy) 2
  rw [sq_abs] at hpos
  -- the squares obey the sum rule, so the mean frequency lies below the mixed one
  refine lt_of_pow_lt_pow_left₀ 2 (by positivity) ?_
  linarith [hx, hy, hz, hpos,
    show (diatomicFreq k m m + diatomicFreq k m' m') ^ 2
      = 2 * diatomicFreq k m m ^ 2 + 2 * diatomicFreq k m' m' ^ 2
        - (diatomicFreq k m m - diatomicFreq k m' m') ^ 2 by ring,
    show (2 * diatomicFreq k m m') ^ 2 = 4 * diatomicFreq k m m' ^ 2 by ring]

end

end IsotopicSumRule
```

```lean
#print axioms IsotopicSumRule.normal_mode_iff
#print axioms IsotopicSumRule.isotopic_sum_rule_iff
#print axioms IsotopicSumRule.diatomic_secular
#print axioms IsotopicSumRule.diatomic_mixed_gt
```

```
'IsotopicSumRule.normal_mode_iff' depends on axioms: [propext, Classical.choice, Quot.sound]
'IsotopicSumRule.isotopic_sum_rule_iff' depends on axioms: [propext, Classical.choice, Quot.sound]
'IsotopicSumRule.diatomic_secular' depends on axioms: [propext, Classical.choice, Quot.sound]
'IsotopicSumRule.diatomic_mixed_gt' depends on axioms: [propext, Classical.choice, Quot.sound]
```

### From mass weighting to the two inequivalent sites

`massWeighted_isHermitian` shows that mass weighting preserves symmetry, which Mathlib requires before it supplies real eigenvalues. `normal_mode_iff` links these eigenvalues to the equation of motion. It compares the two equations component by component: `key` cancels the square roots of the column masses, and `rhs` uses \(\sqrt{\mu_s}\sqrt{\mu_s}=\mu_s\). Since the masses are positive, a nonzero `u` corresponds to a nonzero mass-weighted vector, so modes go to modes.

`inv_massMatrix` identifies the matrix inverse by multiplying out. `sum_freqSq` then applies the theorem that the trace is the sum of the eigenvalues, and compares diagonal entries. `trace_eq_sum_sites` splits the sum over coordinates into sites and directions, which produces \(\kappa_s/\mu_s\).

In `trace_defect` the three traces are merged into one sum over sites. `Fintype.sum_eq_add` reduces it to the terms at `a` and `b`, once every other term is shown to vanish; this is the cancellation of \(R\). The final algebra is done by `ring`. For the equivalence, a vanishing product means that one factor is zero, and equal reciprocal masses would contradict `m ≠ m'`.

For the diatomic, `diatomic_secular` expands the determinant (`hdet`) and factors it (`hfac`), then reads off the roots. In `diatomic_mixed_gt`, `hx`, `hy` and `hz` are the three squared frequencies, and `hxy` says that the pure frequencies differ. `lt_of_pow_lt_pow_left₀` reduces the claim to the inequality between squares, which `linarith` obtains from the identity for \((x+y)^2\) above.

### Two unequal springs break the rule

Tie two particles to separate walls, with force constants 2 and 1 and no coupling, so that \(K=\operatorname{diag}(2,1)\). Take \(m=1\) and \(m'=2\). The sums of squared frequencies are 3 for \((m,m)\), 3/2 for \((m',m')\) and 5/2 for \((m,m')\). The pure species give 9/2 together, while twice the mixed one is 5. Without equal stiffness the sum rule fails, as it does for your N₂O.

If instead \(m=m'\), the sum rule holds for this same \(K\) although the stiffnesses differ, so it no longer implies equal stiffness. In the diatomic, equal masses turn the strict inequality into an equality.

For your script, then, compare the traces of the two atoms' diagonal Hessian blocks first. Then sum all the eigenvalues with their signs, leaving none out and counting an imaginary frequency as a negative square. If the traces agree, a sum rule violated by this sum points to the masses or the diagonalisation. A satisfied one confirms neither the Hessian nor the masses: any symmetric matrix with equal stiffness at the two sites passes, whichever two positive masses are used, and interchanging the two masses in the mixed species goes unnoticed.
